# For a continuous one-dimensional potential, the change in action is the energy integral of the period

Let a particle of mass $m>0$ move on $[a,b]$ in a continuous potential $V$. Define its action and period at energy $E$ by

$$J(E)=2\int_a^b\sqrt{2m\max(E-V(x),0)}\,dx,\qquad T(E)=\int_{\{x\in[a,b]\,:\,V(x)<E\}}\sqrt{\frac{2m}{E-V(x)}}\,dx .$$

Then $T(E)$ is finite for almost every $E$, and for all $E_1<E_2$

$$J(E_2)-J(E_1)=\int_{E_1}^{E_2}T(E)\,dE .$$

In Bohr–Sommerfeld quantisation of a single one-dimensional well with a fixed phase offset, neighbouring levels differ in $J$ by Planck's constant $h$, so the period integrated over the gap between them equals $h$.

## The quantities in the statement

The speed at $x$ is $\sqrt{2(E-V)/m}$. Crossing a length $dx$ once in each direction therefore takes $2\,dx/\text{speed}=\sqrt{2m/(E-V)}\,dx$, which is the integrand of $T$. If $V<E$ at an endpoint, the particle is taken to reflect there from a hard wall. If the allowed region consists of several separate wells, $J$ and $T$ are sums over all of them, and $T$ is not the period of a single orbit.

```lean
import Mathlib

open MeasureTheory Set Filter Topology

namespace ActionPeriod

noncomputable section
```

For a potential value $U$, write $p(U,E)=\sqrt{2m\max(E-U,0)}$ for the momentum, `momentum m U E` in Lean. Write $\tau(U,E)$ for the two-way time per unit length, `dwell m U E`. It equals $\sqrt{2m/(E-U)}$ when $U<E$ and zero otherwise.

```lean
/-- Magnitude of the classical momentum at energy `E` where the potential has the value `U`;
it is zero in the forbidden region. -/
def momentum (m U E : ℝ) : ℝ := Real.sqrt (2 * m * max (E - U) 0)

/-- Time per unit length, counted for both directions of travel, at energy `E` where the
potential has the value `U`; it is zero in the forbidden region. -/
def dwell (m U E : ℝ) : ℝ := if U < E then Real.sqrt (2 * m / (E - U)) else 0
```

The set `allowed V a b E` contains the points of $[a,b]$ with $V(x)<E$, without those where $V(x)=E$. The functions `action` and `period` are $J$ and $T$.

```lean
/-- The part of `[a, b]` where the potential is strictly below the energy `E`. -/
def allowed (V : ℝ → ℝ) (a b E : ℝ) : Set ℝ := {x | x ∈ Icc a b ∧ V x < E}

/-- The action `J(E)`: twice the integral of the momentum over `[a, b]`. -/
def action (m : ℝ) (V : ℝ → ℝ) (a b E : ℝ) : ℝ := 2 * ∫ x in Icc a b, momentum m (V x) E

/-- The period `T(E)`: the integral of `sqrt (2m / (E - V))` over the allowed region. -/
def period (m : ℝ) (V : ℝ → ℝ) (a b E : ℝ) : ℝ :=
  ∫ x in allowed V a b E, Real.sqrt (2 * m / (E - V x))
```

No order between $a$ and $b$ is assumed. If $b\le a$, the interval is empty or a single point, and both quantities vanish.

## Positive mass

The hypothesis `0 < m` says that the particle has ordinary inertia, so that its momentum in the allowed region is real and grows with energy. By hand it enters when the momentum is differentiated at fixed $U$. For $E>U$,

$$\frac{\partial}{\partial E}\,2p(U,E)=\frac{2m}{\sqrt{2m(E-U)}}=\sqrt{\frac{2m}{E-U}}=\tau(U,E),$$

and for $E<U$ both sides are zero. With $m=0$ the momentum and the time per unit length both vanish and the identity reads $0=0$; a negative mass would make the momentum imaginary in the allowed region.

`hasDerivAt_momentum` treats the same two cases. Below $U$ the momentum is identically zero nearby. Above $U$ the chain rule for the square root applies, and positivity of $2m(E-U)$ keeps its argument away from zero.

```lean
variable {m a b : ℝ} {V : ℝ → ℝ}

/-- Away from the turning point, the energy derivative of twice the momentum is the time
per unit length. -/
theorem hasDerivAt_momentum (hm : 0 < m) {U E : ℝ} (hE : E ≠ U) :
    HasDerivAt (fun e => 2 * momentum m U e) (dwell m U E) E := by
  rcases lt_or_gt_of_ne hE with h | h
  · -- forbidden region: the momentum vanishes identically nearby
    have h0 : dwell m U E = 0 := if_neg (not_lt_of_ge h.le)
    rw [h0]
    refine (hasDerivAt_const E (0 : ℝ)).congr_of_eventuallyEq ?_
    filter_upwards [Iio_mem_nhds h] with e he
    have he' : e < U := he
    simp [momentum, max_eq_right (sub_nonpos.2 he'.le)]
  · have hd : 0 < E - U := sub_pos.2 h
    have hpos : 0 < 2 * m * (E - U) := by positivity
    have h1 : HasDerivAt (fun e : ℝ => e - U) 1 E := (hasDerivAt_id' E).sub_const U
    have h2 := ((h1.const_mul (2 * m)).sqrt hpos.ne').const_mul 2
    have hs : 0 < Real.sqrt (2 * m * (E - U)) := Real.sqrt_pos.2 hpos
    have hv : dwell m U E = 2 * m / Real.sqrt (2 * m * (E - U)) := by
      have hq : 2 * m / (E - U) = (2 * m / Real.sqrt (2 * m * (E - U))) ^ 2 := by
        rw [div_pow, Real.sq_sqrt hpos.le]
        field_simp
      rw [dwell, if_pos h, hq, Real.sqrt_sq (by positivity)]
    refine (h2.congr_deriv ?_).congr_of_eventuallyEq ?_
    · rw [hv]
      ring
    · filter_upwards [Ioi_mem_nhds h] with e he
      have he' : U < e := he
      simp only [momentum, max_eq_left (sub_pos.2 he').le]
```

At $E=U$ the derivative is singular, but $p$ is continuous. Integrating from $U+\varepsilon$ to $E_2>U$ gives $2p(U,E_2)-2\sqrt{2m\varepsilon}$, which tends to $2p(U,E_2)$ as $\varepsilon\to0$. Energies below $U$ contribute nothing, so in every case

$$\int_{E_1}^{E_2}\tau(U,E)\,dE=2p(U,E_2)-2p(U,E_1).$$

`integral_dwell` proves this without an explicit limit. A nonnegative derivative of a continuous function is integrable, which handles the intervals on either side of $U$. The fundamental theorem of calculus is then applied in a version that allows a countable exceptional set, here $\{U\}$.

```lean
/-- At a fixed potential value, the time per unit length is integrable in energy, also through
the turning point, and its integral is the change of twice the momentum. -/
theorem integral_dwell (hm : 0 < m) (U E₁ E₂ : ℝ) :
    IntervalIntegrable (dwell m U) volume E₁ E₂ ∧
      ∫ E in E₁..E₂, dwell m U E = 2 * momentum m U E₂ - 2 * momentum m U E₁ := by
  have hc : Continuous (fun e => 2 * momentum m U e) :=
    continuous_const.mul (continuous_const.mul
      ((continuous_id'.sub continuous_const).max continuous_const)).sqrt
  -- a nonnegative derivative is integrable on either side of the turning point
  have hi : ∀ E, IntervalIntegrable (dwell m U) volume U E := by
    intro E
    refine intervalIntegral.intervalIntegrable_deriv_of_nonneg hc.continuousOn
      (fun x hx => hasDerivAt_momentum hm ?_) (fun x _ => ?_)
    · rintro rfl
      rcases le_total x E with h | h
      · exact absurd hx.1 (by simp [h])
      · exact absurd hx.2 (by simp [h])
    · unfold dwell
      split_ifs
      · exact Real.sqrt_nonneg _
      · exact le_rfl
  have hI := (hi E₁).symm.trans (hi E₂)
  exact ⟨hI, integral_eq_of_hasDerivAt_off_countable (fun e => 2 * momentum m U e) (dwell m U)
    (countable_singleton U) hc.continuousOn (fun x hx => hasDerivAt_momentum hm hx.2) hI⟩
```

## Continuous potential

The hypothesis `ContinuousOn V (Icc a b)` describes a potential without jumps or divergences on the closed interval; the values of $V$ outside $[a,b]$ play no role. By hand it makes $V$ bounded on $[a,b]$, so the momentum is bounded and $J(E)$ is finite. `integrableOn_momentum` records this.

```lean
/-- The momentum is integrable over `[a, b]` at every energy. -/
theorem integrableOn_momentum (hV : ContinuousOn V (Icc a b)) (E : ℝ) :
    IntegrableOn (fun x => momentum m (V x) E) (Icc a b) := by
  have hc : Continuous (fun U => momentum m U E) :=
    (continuous_const.mul ((continuous_const.sub continuous_id').max continuous_const)).sqrt
  exact (hc.comp_continuousOn hV).integrableOn_Icc
```

Since $\tau\ge0$, the order of integration may be exchanged:

$$\int_{E_1}^{E_2}\!\int_a^b\tau(V(x),E)\,dx\,dE=\int_a^b\bigl[2p(V(x),E_2)-2p(V(x),E_1)\bigr]dx=J(E_2)-J(E_1).$$

The right side is finite, so the inner integral on the left, which is $T(E)$, is finite for almost every $E$ in the window.

`integrable_dwell_prod` supplies the joint integrability behind this exchange. Continuity gives measurability of $V$, and hence of the integrand in both variables. Each energy slice is integrable by `integral_dwell`, and the slice integrals are differences of momenta, which are integrable in $x$.

```lean
/-- The time per unit length is jointly integrable over an energy window and `[a, b]`. -/
theorem integrable_dwell_prod (hm : 0 < m) (hV : ContinuousOn V (Icc a b)) {E₁ E₂ : ℝ}
    (h : E₁ ≤ E₂) : Integrable (fun q : ℝ × ℝ => dwell m (V q.2) q.1)
      ((volume.restrict (Ioc E₁ E₂)).prod (volume.restrict (Icc a b))) := by
  have hd : Measurable (fun q : ℝ × ℝ => dwell m q.2 q.1) :=
    Measurable.ite (measurableSet_lt measurable_snd measurable_fst)
      (measurable_const.div (measurable_fst.sub measurable_snd)).sqrt measurable_const
  have hV2 : AEMeasurable (fun q : ℝ × ℝ => V q.2)
      ((volume.restrict (Ioc E₁ E₂)).prod (volume.restrict (Icc a b))) :=
    (hV.aemeasurable measurableSet_Icc).comp_quasiMeasurePreserving
      Measure.quasiMeasurePreserving_snd
  have hF := (hd.comp_aemeasurable (measurable_fst.aemeasurable.prodMk hV2)).aestronglyMeasurable
  refine (integrable_prod_iff' hF).2
    ⟨ae_of_all _ fun x => (integral_dwell hm (V x) E₁ E₂).1.1, ?_⟩
  -- the energy integral is a difference of momenta
  refine (((integrableOn_momentum (m := m) hV E₂).const_mul 2).sub
    ((integrableOn_momentum (m := m) hV E₁).const_mul 2)).congr (ae_of_all _ fun x => ?_)
  have hn : ∀ E, ‖dwell m (V x) E‖ = dwell m (V x) E := fun E => by
    apply Real.norm_of_nonneg
    unfold dwell
    split_ifs
    · exact Real.sqrt_nonneg _
    · exact le_rfl
  change 2 * momentum m (V x) E₂ - 2 * momentum m (V x) E₁ =
    ∫ E in Ioc E₁ E₂, ‖dwell m (V x) E‖
  simp only [hn]
  rw [← intervalIntegral.integral_of_le h, (integral_dwell hm (V x) E₁ E₂).2]
```

Continuity also makes the allowed region measurable. `period_eq` uses this to write $T(E)$ as an integral of $\tau$ over all of $[a,b]$, because $\tau$ vanishes in the forbidden region.

```lean
/-- The allowed region is measurable, and the period is the integral over all of `[a, b]` of
the time per unit length. -/
theorem period_eq (hV : ContinuousOn V (Icc a b)) (E : ℝ) :
    MeasurableSet (allowed V a b E) ∧
      period m V a b E = ∫ x in Icc a b, dwell m (V x) E := by
  obtain ⟨u, hu, he⟩ := continuousOn_iff'.1 hV (Iio E) isOpen_Iio
  have hA : MeasurableSet (allowed V a b E) := by
    have h : allowed V a b E = V ⁻¹' Iio E ∩ Icc a b := by
      ext x
      exact ⟨fun h => ⟨h.2, h.1⟩, fun h => ⟨h.2, h.1⟩⟩
    rw [h, he]
    exact hu.measurableSet.inter measurableSet_Icc
  refine ⟨hA, ?_⟩
  have hz : ∀ x ∈ Icc a b \ allowed V a b E, dwell m (V x) E = 0 :=
    fun x hx => if_neg fun h => hx.2 ⟨hx.1, h⟩
  have hsub : allowed V a b E ⊆ Icc a b := fun x hx => hx.1
  have hr : ∫ x in Icc a b, dwell m (V x) E = ∫ x in allowed V a b E, dwell m (V x) E :=
    setIntegral_eq_of_subset_of_forall_sdiff_eq_zero measurableSet_Icc hsub hz
  rw [hr]
  exact setIntegral_congr_fun hA fun x hx => (if_pos hx.2).symm
```

Continuity is more than the argument needs, but some control is required. For $V=-1/x^2$ on $(0,1]$ the momentum grows like $1/x$ near the origin, the action is infinite at every energy, and its difference has no meaning.

## Ordered energies

The condition $E_1<E_2$ describes an energy window read upwards. By hand it lets the integral over energy be treated as an integral over a set, to which the exchange of order applies. In the proof it turns the oriented integral `∫ E in E₁..E₂` into an integral over `Ioc E₁ E₂`. Without it nothing is lost: for equal energies both sides are zero, and exchanging the energies changes both signs.

The main theorem has two parts. The first states finiteness of $T$ as integrability on the allowed region for almost every energy (`∀ᵐ E`). This matters because Lean assigns the value zero to a divergent integral, so a bare value of `period` would not show convergence. The second part gives integrability of $T$ over each window together with the action identity.

For the first part the proof covers the energy axis by the windows $(-n,n]$. Each has a null set of exceptional energies, and a countable union of null sets is null. For the second part it exchanges the integrals, inserts `integral_dwell` and splits the difference into the two actions.

```lean
/-- The period integral converges for almost every energy, the period is integrable over every
energy window, and its integral over the window is the change of the action. -/
theorem action_sub_eq_integral_period (hm : 0 < m) (hV : ContinuousOn V (Icc a b)) :
    (∀ᵐ E : ℝ, IntegrableOn (fun x => Real.sqrt (2 * m / (E - V x))) (allowed V a b E)) ∧
    ∀ E₁ E₂ : ℝ, E₁ < E₂ → IntervalIntegrable (period m V a b) volume E₁ E₂ ∧
      action m V a b E₂ - action m V a b E₁ = ∫ E in E₁..E₂, period m V a b E := by
  constructor
  · -- exhaust the energy axis by the windows (-n, n]
    have hn : ∀ n : ℕ, ∀ᵐ E : ℝ, E ∈ Ioc (-(n : ℝ)) n →
        Integrable (fun x => dwell m (V x) E) (volume.restrict (Icc a b)) := fun n =>
      (ae_restrict_iff' measurableSet_Ioc).1
        (integrable_dwell_prod hm hV (neg_le_self n.cast_nonneg)).prod_right_ae
    filter_upwards [ae_all_iff.2 hn] with E hE
    obtain ⟨n, hn⟩ := exists_nat_gt |E|
    have h1 : IntegrableOn (fun x => dwell m (V x) E) (Icc a b) :=
      hE n ⟨(abs_lt.1 hn).1, (abs_lt.1 hn).2.le⟩
    exact (h1.mono_set fun x (hx : x ∈ allowed V a b E) => hx.1).congr_fun
      (fun x hx => if_pos hx.2) (period_eq (m := m) hV E).1
  · intro E₁ E₂ h
    have hI := integrable_dwell_prod hm hV h.le
    have hT : period m V a b = fun E => ∫ x in Icc a b, dwell m (V x) E :=
      funext fun E => (period_eq hV E).2
    refine ⟨?_, ?_⟩
    · rw [hT]
      exact (intervalIntegrable_iff_integrableOn_Ioc_of_le h.le).2 hI.integral_prod_left
    · -- exchange the energy and position integrals
      have hS : ∫ E in E₁..E₂, period m V a b E =
          ∫ x in Icc a b, ∫ E in Ioc E₁ E₂, dwell m (V x) E := by
        rw [intervalIntegral.integral_of_le h.le, hT]
        exact integral_integral_swap (f := fun E x => dwell m (V x) E) hI
      have he : ∀ x, ∫ E in Ioc E₁ E₂, dwell m (V x) E =
          2 * momentum m (V x) E₂ - 2 * momentum m (V x) E₁ := fun x => by
        rw [← intervalIntegral.integral_of_le h.le, (integral_dwell hm (V x) E₁ E₂).2]
      rw [hS]
      simp only [he, action]
      rw [integral_sub ((integrableOn_momentum hV E₂).const_mul 2)
        ((integrableOn_momentum hV E₁).const_mul 2), integral_const_mul, integral_const_mul]
```

## Continuity of the period at one energy

The pointwise relation $dJ/dE=T$ has a further hypothesis, `ContinuousAt (period m V a b) E`. Physically, a small change of energy must change the period only slightly. By hand, for $\delta\ne0$,

$$\frac{J(E+\delta)-J(E)}{\delta}=\frac1\delta\int_E^{E+\delta}T(E')\,dE',$$

which is the mean of $T$ over a shrinking window and tends to $T(E)$ by continuity.

In `hasDerivAt_action` the action near $E$ is written as $J(E-1)$ plus the integral of $T$ from $E-1$. The fundamental theorem at a point of continuity then gives the derivative.

```lean
/-- At an energy where the period is continuous, the energy derivative of the action is
the period. -/
theorem hasDerivAt_action (hm : 0 < m) (hV : ContinuousOn V (Icc a b)) {E : ℝ}
    (hT : ContinuousAt (period m V a b) E) :
    HasDerivAt (action m V a b) (period m V a b E) E := by
  have key := (action_sub_eq_integral_period hm hV).2
  have hmeas : StronglyMeasurableAtFilter (period m V a b) (𝓝 E) volume :=
    ⟨Ioc (E - 1) (E + 1), Ioc_mem_nhds (by linarith) (by linarith),
      (key (E - 1) (E + 1) (by linarith)).1.1.aestronglyMeasurable⟩
  have hd := intervalIntegral.integral_hasDerivAt_right
    (key (E - 1) E (by linarith)).1 hmeas hT
  refine (hd.const_add (action m V a b (E - 1))).congr_of_eventuallyEq ?_
  filter_upwards [Ioi_mem_nhds (show E - 1 < E by linarith)] with e he
  linarith [(key (E - 1) e he).2]
```

Without continuity the relation can fail. For $V=0$ and $a<b$, the allowed region at $E=0$ is empty and $T(0)=0$. For $E>0$, however, $J(E)=2(b-a)\sqrt{2mE}$, which has infinite slope as $E\to0^+$.

## Almost every energy, not every energy

The exceptional energies are real. Take $V(x)=-x^2$ on $[-1,1]$ and $E=0$, the energy of the barrier top. The integrand of $T$ is $\sqrt{2m}/|x|$, and

$$\int_\varepsilon^1\frac{\sqrt{2m}}{x}\,dx=\sqrt{2m}\,\ln\frac1\varepsilon\longrightarrow\infty\qquad(\varepsilon\to0^+).$$

A particle with exactly this energy needs infinite time to reach the top. The action stays finite there, and the integrated identity holds across this energy.

`period_diverges_at_barrier_top` assumes integrability and restricts it to $(0,1]$. Dividing by $\sqrt{2m}$, again with $m>0$, would make $1/x$ integrable up to zero, which is a contradiction.

```lean
/-- For the inverted parabola `V = -x²` on `[-1, 1]`, the period integral diverges at the
energy of the barrier top. -/
theorem period_diverges_at_barrier_top (hm : 0 < m) :
    ¬ IntegrableOn (fun x : ℝ => Real.sqrt (2 * m / (0 - -x ^ 2)))
      (allowed (fun x => -x ^ 2) (-1) 1 0) := by
  intro h
  have hsub : Ioc (0 : ℝ) 1 ⊆ allowed (fun x => -x ^ 2) (-1) 1 0 := fun x hx =>
    ⟨⟨by linarith [hx.1], hx.2⟩, neg_lt_zero.2 (pow_pos hx.1 2)⟩
  have hs : 0 < Real.sqrt (2 * m) := Real.sqrt_pos.2 (by positivity)
  -- near the top the integrand is a multiple of 1/x
  have h1 : IntegrableOn (fun x : ℝ => x⁻¹) (Ioc 0 1) := by
    refine IntegrableOn.congr_fun
      (Integrable.const_mul (h.mono_set hsub) (Real.sqrt (2 * m))⁻¹) (fun x hx => ?_)
      measurableSet_Ioc
    have hx0 : 0 < x := hx.1
    change (Real.sqrt (2 * m))⁻¹ * Real.sqrt (2 * m / (0 - -x ^ 2)) = x⁻¹
    rw [show 0 - -x ^ 2 = x ^ 2 by ring, Real.sqrt_div (by positivity), Real.sqrt_sq hx0.le,
      div_eq_mul_inv, ← mul_assoc, inv_mul_cancel₀ hs.ne', one_mul]
  have h2 := (intervalIntegrable_iff_integrableOn_Ioc_of_le zero_le_one).2 h1
  rcases intervalIntegrable_inv_iff.1 h2 with h3 | h3
  · exact zero_ne_one h3
  · exact h3 left_mem_uIcc

end

end ActionPeriod
```

```lean
#print axioms ActionPeriod.action_sub_eq_integral_period
#print axioms ActionPeriod.hasDerivAt_action
#print axioms ActionPeriod.period_diverges_at_barrier_top
```

```
'ActionPeriod.action_sub_eq_integral_period' depends on axioms: [propext, Classical.choice, Quot.sound]
'ActionPeriod.hasDerivAt_action' depends on axioms: [propext, Classical.choice, Quot.sound]
'ActionPeriod.period_diverges_at_barrier_top' depends on axioms: [propext, Classical.choice, Quot.sound]
```
